# Every fixed trial orbital is orthogonal to an isolated two-dimensional Chern band at some momentum

To build a Wannier function by projection, one chooses a trial orbital |g⟩, projects it on the band at each crystal momentum k, and divides the result by its norm. The division requires a non-zero overlap ⟨g|u(k)⟩ with the Bloch vector |u(k)⟩. Here |u(k)⟩ is an eigenvector of a tight-binding Bloch Hamiltonian that is periodic in k, and |g⟩ is a combination of basis orbitals in the home unit cell, the same at every k. For a single isolated band of a two-dimensional, non-interacting crystal with non-zero Chern number, the overlap vanishes at some k whichever fixed orbital is chosen, so this recipe fails there. A finite k mesh may miss the zero, but the norms become arbitrarily small close to it.

## From the boundary phase to a zero of the overlap

Write k = (x, y), with both components measured so that the Brillouin zone has side 2π. The Bloch vectors of a band with Chern number C can be chosen continuous on the whole momentum plane, with

u(x + 2π, y) = u(x, y),

u(x, y + 2π) = exp(iCx) u(x, y).

This choice of gauge is the starting assumption. It places the topology of the band in one boundary phase, which winds C times as x crosses the zone. The overlap f(k) = ⟨g|u(k)⟩ is linear in u, so it is continuous and obeys the same two rules. The claim is that such an f has a zero if C ≠ 0.

Suppose that f has no zero. The first step is to construct a continuous logarithm ℓ of f on the square |x| ≤ R, |y| ≤ R, with R = 2π. On this compact square |f| has a minimum m > 0, and f is uniformly continuous. Hence there is a δ > 0 such that f changes by less than m between points of the square closer than δ, where distance is the larger of the two coordinate differences. Take an integer N > R/δ, walk from the origin to p in N equal steps, and add up principal logarithms:

ℓ(p) = Log f(0) + Σₖ Log[ f((k+1)p/N) / f(kp/N) ], k = 0, …, N−1.

Here k counts steps. Each step is at most R/N < δ long. If a and b are the values of f at its end and its start, then

|a/b − 1| = |a − b|/|b| < m/|b| ≤ 1.

The ratio a/b therefore has positive real part and stays away from the cut of Log, so every term is continuous in p. On exponentiation the ratios telescope, and exp ℓ(p) = f(p).

Next, compare ℓ on opposite edges of the zone 0 ≤ x, y ≤ 2π:

A(y) = ℓ(2π, y) − ℓ(0, y),

B(x) = ℓ(x, 2π) − ℓ(x, 0) − iCx.

By periodicity, exp A(y) = f(2π, y)/f(0, y) = 1. By the phase rule, exp B(x) = exp(iCx)/exp(iCx) = 1. Both functions thus take values in 2πi times the integers. Being continuous, they cannot jump from one such value to another, so A(2π) = A(0) and B(2π) = B(0). Written out, these are

ℓ(2π, 2π) − ℓ(0, 2π) = ℓ(2π, 0) − ℓ(0, 0),

ℓ(2π, 2π) − ℓ(2π, 0) − 2πiC = ℓ(0, 2π) − ℓ(0, 0).

Subtracting the second from the first cancels all the corner values and leaves 2πiC = 0. This contradicts C ≠ 0, so f has a zero.

At that momentum ⟨u(k)|g⟩ = 0 as well, and the projected orbital |u(k)⟩⟨u(k)|g⟩ is the zero vector. Multiplying it by any number c gives zero again, never a vector of norm 1.

For C = 0 there is no such obstruction for scalar functions: the constant f = 1 obeys both rules and has no zero.

## The gauge condition in Lean

```lean
import Mathlib

open Complex Set
open scoped Real

namespace ChernBandProjection

noncomputable section
```

The boundary phase is a function of an integer winding `n` and a real momentum component `x`.

```lean
/-- The Bloch phase `exp(i n x)` with integer winding `n`. -/
def phase (n : ℤ) (x : ℝ) : ℂ := exp (I * n * x)
```

The next structure collects the assumptions on the band.

```lean
/-- A continuous function of crystal momentum `(x, y)` that is `2π`-periodic in `x` and acquires
the phase `exp(i C x)` when `y` advances by `2π`. -/
structure IsBlochGauge {V : Type*} [NormedAddCommGroup V] [NormedSpace ℂ V]
    (C : ℤ) (u : ℝ × ℝ → V) : Prop where
  cont : Continuous u
  periodic : ∀ x y, u (x + 2 * π, y) = u (x, y)
  twist : ∀ x y, u (x, y + 2 * π) = phase C x • u (x, y)
```

Momentum is a point of `ℝ × ℝ`, and `V` is any complex normed space. With `V = ℂ` the predicate describes an overlap; with a space of states it describes a Bloch vector. The symbol `•` multiplies a vector by a scalar.

The integer `C` enters only through `twist`. Its identification with the Chern number, and the existence of this gauge for a given Hamiltonian, are physical input and are not derived from a Berry curvature. The periodicity in `x` also fixes a convention: `u` is an eigenvector of a Bloch Hamiltonian that is itself periodic in momentum, as in a tight-binding model whose phases depend on lattice vectors only.

The structure does not require `u` to be normalised or even non-zero. The physical reading takes ‖u(k)‖ = 1 everywhere. In a one-dimensional state space this is impossible for C ≠ 0, because `u` is then in effect a scalar function and must itself vanish somewhere.

## A continuous logarithm on a square

```lean
/-- A continuous function without zeros on the momentum plane has a logarithm that is continuous on
a given closed ball of positive radius about the origin. -/
theorem exists_continuous_log {f : ℝ × ℝ → ℂ} (hf : Continuous f) (h0 : ∀ p, f p ≠ 0)
    {R : ℝ} (hR : 0 < R) :
    ∃ g : ℝ × ℝ → ℂ, ContinuousOn g (Metric.closedBall 0 R) ∧ ∀ p, exp (g p) = f p := by
  have hK : IsCompact (Metric.closedBall (0 : ℝ × ℝ) R) := isCompact_closedBall 0 R
  -- a positive lower bound for |f|, and a step length on which f changes by less than it
  obtain ⟨q, _, hmin⟩ := hK.exists_isMinOn ⟨0, by simp [hR.le]⟩ hf.norm.continuousOn
  obtain ⟨δ, hδ, hunif⟩ := Metric.uniformContinuousOn_iff.1
    (hK.uniformContinuousOn_of_continuous hf.continuousOn) ‖f q‖ (norm_pos_iff.2 (h0 q))
  obtain ⟨N, hN⟩ := exists_nat_gt (R / δ)
  have hNpos : (0 : ℝ) < N := (div_pos hR hδ).trans hN
  have hmem : ∀ j : ℕ, j ≤ N → ∀ p ∈ Metric.closedBall (0 : ℝ × ℝ) R,
      ((j : ℝ) / N) • p ∈ Metric.closedBall (0 : ℝ × ℝ) R := by
    intro j hj p hp
    rw [mem_closedBall_zero_iff] at hp ⊢
    rw [norm_smul, Real.norm_of_nonneg (by positivity)]
    have h1 : (j : ℝ) / N ≤ 1 := (div_le_one hNpos).2 (by exact_mod_cast hj)
    exact (mul_le_of_le_one_left (norm_nonneg p) h1).trans hp
  refine ⟨fun p => log (f 0) + ∑ k ∈ Finset.range N,
    log (f ((((k + 1 : ℕ) : ℝ) / N) • p) / f (((k : ℝ) / N) • p)), ?_, fun p => ?_⟩
  · refine continuousOn_const.add (continuousOn_finsetSum _ fun k hk => ContinuousOn.clog
      (Continuous.continuousOn (Continuous.div (hf.comp (continuous_const_smul _))
        (hf.comp (continuous_const_smul _)) fun p => h0 _)) fun p hp => ?_)
    have hk' := Finset.mem_range.1 hk
    have hb := hmem k hk'.le p hp
    have hd : dist ((((k + 1 : ℕ) : ℝ) / N) • p) (((k : ℝ) / N) • p) < δ := by
      rw [dist_eq_norm, ← sub_smul,
        show ((k + 1 : ℕ) : ℝ) / N - (k : ℝ) / N = 1 / N by push_cast; ring,
        norm_smul, Real.norm_of_nonneg (by positivity)]
      have hp' := mem_closedBall_zero_iff.1 hp
      calc 1 / (N : ℝ) * ‖p‖ = ‖p‖ / N := by ring
        _ ≤ R / N := by gcongr
        _ < δ := by
          rw [div_lt_iff₀ hδ] at hN
          rw [div_lt_iff₀ hNpos]
          linarith
    have hlt : dist (f ((((k + 1 : ℕ) : ℝ) / N) • p)) (f (((k : ℝ) / N) • p))
        < ‖f (((k : ℝ) / N) • p)‖ :=
      (hunif _ (hmem (k + 1) hk' p hp) _ hb hd).trans_le (hmin hb)
    -- the ratio of neighbouring values lies in the right half-plane
    generalize f ((((k + 1 : ℕ) : ℝ) / N) • p) = a at hlt ⊢
    have hne := h0 (((k : ℝ) / N) • p)
    generalize f (((k : ℝ) / N) • p) = b at hlt hne ⊢
    have h1 : ‖a / b - 1‖ < 1 := by
      rw [show a / b - 1 = (a - b) / b by field_simp, norm_div,
        div_lt_one (norm_pos_iff.2 hne), ← dist_eq_norm]
      exact hlt
    have h2 := (abs_lt.1 ((abs_re_le_norm _).trans_lt h1)).1
    rw [sub_re, one_re] at h2
    exact mem_slitPlane_iff.2 (Or.inl (by linarith))
  · -- the product of the ratios telescopes
    have key : ∀ a b : ℂ, a ≠ 0 → a * (b / a) = b := fun a b h => by field_simp
    have tel : ∀ n : ℕ, f 0 * ∏ k ∈ Finset.range n,
        (f ((((k + 1 : ℕ) : ℝ) / N) • p) / f (((k : ℝ) / N) • p)) = f (((n : ℝ) / N) • p) := by
      intro n
      induction n with
      | zero => simp
      | succ n ih =>
        rw [Finset.prod_range_succ, ← mul_assoc, ih]
        exact key _ _ (h0 _)
    rw [exp_add, exp_log (h0 0), exp_sum,
      Finset.prod_congr rfl fun k _ => exp_log (div_ne_zero (h0 _) (h0 _)), tel N,
      div_self hNpos.ne', one_smul]
```

The function called ℓ above is `g` here. The norm on `ℝ × ℝ` is the maximum of the two absolute values, so `Metric.closedBall 0 R` is the square of side 2R. The identity `exp (g p) = f p` holds on the whole plane, while continuity is stated on the square only.

The point `q` is where |f| is smallest, so `‖f q‖` is the number m, and `hunif` is the uniform-continuity property of δ. The auxiliary fact `hmem` says that the intermediate points of the walk stay in the square. The proof then has two parts. For continuity, `hd` bounds the step length by δ, `hlt` bounds the change of f, and `h1` is the estimate |a/b − 1| < 1. It places the ratio in `slitPlane`, the region where the principal logarithm is continuous. For the exponential identity, `tel` proves the telescoping product by induction on the number of steps.

## A continuous multiple of 2πi keeps its value

```lean
/-- A continuous complex phase variable on `[0, L]`, `L > 0`, whose exponential is always `1`
has the same value at both ends. -/
theorem endpoints_eq {h : ℝ → ℂ} {L : ℝ} (hL : 0 < L) (hc : ContinuousOn h (Icc 0 L))
    (h1 : ∀ t ∈ Icc 0 L, exp (h t) = 1) : h L = h 0 := by
  have hu : ∀ t ∈ Icc 0 L, ∃ n : ℤ, h t = n * (2 * π * I) ∧ (h t).im / (2 * π) = n := by
    intro t ht
    obtain ⟨n, hn⟩ := exp_eq_one_iff.1 (h1 t ht)
    refine ⟨n, hn, ?_⟩
    have him : (h t).im = n * (2 * π) := by rw [hn]; simp
    rw [him, mul_div_assoc, div_self Real.two_pi_pos.ne', mul_one]
  have hcu : ContinuousOn (fun t => (h t).im / (2 * π)) (Icc 0 L) :=
    (continuous_im.comp_continuousOn hc).div_const _
  obtain ⟨a, ha, ha'⟩ := hu 0 (left_mem_Icc.2 hL.le)
  obtain ⟨b, hb, hb'⟩ := hu L (right_mem_Icc.2 hL.le)
  -- an integer-valued continuous function cannot pass through a half-integer
  have half : ∀ m : ℤ, (m : ℝ) + 1 / 2 ∉ (fun t => (h t).im / (2 * π)) '' Icc 0 L := by
    rintro m ⟨t, ht, he⟩
    obtain ⟨n, _, hn⟩ := hu t ht
    have h2 : (n : ℝ) = m + 1 / 2 := hn.symm.trans he
    have h3 : (2 * n : ℝ) = 2 * m + 1 := by linarith
    have h4 : 2 * n = 2 * m + 1 := by exact_mod_cast h3
    omega
  rcases lt_trichotomy a b with hab | hab | hab
  · have h2 : (a : ℝ) + 1 ≤ b := by exact_mod_cast hab
    exact (half a (intermediate_value_Icc hL.le hcu
      ⟨by linarith, by linarith⟩)).elim
  · rw [ha, hb, hab]
  · have h2 : (b : ℝ) + 1 ≤ a := by exact_mod_cast hab
    exact (half b (intermediate_value_Icc' hL.le hcu
      ⟨by linarith, by linarith⟩)).elim
```

This lemma is used for both A and B. By `hu`, the imaginary part of `h t` divided by 2π is an integer at each `t`. Let `a` and `b` be the integers at the two ends. If they differed, the intermediate value theorem would give a point where the quotient equals a half-integer, which `half` excludes because an even number is not odd. The three cases of `lt_trichotomy` are an increase, equality and a decrease.

## The zero of the scalar function

```lean
/-- A continuous scalar function on the momentum plane, periodic in `x` and twisted by
`exp(i C x)` in `y` with `C ≠ 0`, vanishes somewhere. -/
theorem exists_zero {C : ℤ} (hC : C ≠ 0) {f : ℝ × ℝ → ℂ} (hf : IsBlochGauge C f) :
    ∃ k, f k = 0 := by
  by_contra! h0
  have hpi := Real.two_pi_pos
  obtain ⟨g, hg, hexp⟩ := exists_continuous_log hf.cont h0 hpi
  have hmem : ∀ x ∈ Icc 0 (2 * π), ∀ y ∈ Icc 0 (2 * π),
      (x, y) ∈ Metric.closedBall (0 : ℝ × ℝ) (2 * π) := by
    intro x hx y hy
    rw [mem_closedBall_zero_iff, Prod.norm_def]
    exact max_le ((Real.norm_of_nonneg hx.1).trans_le hx.2)
      ((Real.norm_of_nonneg hy.1).trans_le hy.2)
  have hl : (0 : ℝ) ∈ Icc 0 (2 * π) := left_mem_Icc.2 hpi.le
  have hr : 2 * π ∈ Icc 0 (2 * π) := right_mem_Icc.2 hpi.le
  have cy : ∀ x ∈ Icc 0 (2 * π), ContinuousOn (fun y => g (x, y)) (Icc 0 (2 * π)) :=
    fun x hx => hg.comp (Continuous.continuousOn (by fun_prop)) fun y hy => hmem x hx y hy
  have cx : ∀ y ∈ Icc 0 (2 * π), ContinuousOn (fun x => g (x, y)) (Icc 0 (2 * π)) :=
    fun y hy => hg.comp (Continuous.continuousOn (by fun_prop)) fun x hx => hmem x hx y hy
  -- compare the logarithm on opposite edges of the Brillouin zone
  have hA := endpoints_eq (h := fun y => g (2 * π, y) - g (0, y)) hpi
    ((cy _ hr).sub (cy _ hl)) (fun y _ => by
      have hp := hf.periodic 0 y
      rw [zero_add] at hp
      rw [exp_sub, hexp, hexp, hp, div_self (h0 _)])
  have hB := endpoints_eq (h := fun x => g (x, 2 * π) - g (x, 0) - I * C * x) hpi
    (((cx _ hr).sub (cx _ hl)).sub (Continuous.continuousOn (by fun_prop))) (fun x _ => by
      have ht := hf.twist x 0
      rw [zero_add, smul_eq_mul, phase] at ht
      rw [exp_sub, exp_sub, hexp, hexp, ht, mul_div_assoc, div_self (h0 _), mul_one,
        div_self (exp_ne_zero _)])
  have hz : I * (C : ℂ) * ((2 * π : ℝ) : ℂ) = 0 := by
    simp only [ofReal_zero, mul_zero, sub_zero] at hA hB
    linear_combination hA - hB
  exact mul_ne_zero (mul_ne_zero I_ne_zero (Int.cast_ne_zero.2 hC))
    (ofReal_ne_zero.2 hpi.ne') hz
```

The proof assumes that f has no zero and takes the logarithm on the square with R = 2π, which contains the Brillouin zone by `hmem`. The facts `cy` and `cx` give continuity along vertical and horizontal lines. Then `hA` and `hB` are the equalities A(2π) = A(0) and B(2π) = B(0), and `linear_combination hA - hB` is the subtraction that leaves 2πiC = 0. The last line contradicts this, since none of the three factors is zero.

The theorem says that a zero exists; it gives neither its position nor the number of zeros.

```lean
/-- A continuous, nowhere-vanishing scalar function on the momentum plane that is `2π`-periodic in
`x` and twisted by `exp(i C x)` in `y` exists exactly when `C = 0`. -/
theorem nowhere_zero_iff (C : ℤ) :
    (∃ f : ℝ × ℝ → ℂ, IsBlochGauge C f ∧ ∀ k, f k ≠ 0) ↔ C = 0 := by
  constructor
  · rintro ⟨f, hf, h0⟩
    by_contra hC
    obtain ⟨k, hk⟩ := exists_zero hC hf
    exact h0 k hk
  · rintro rfl
    exact ⟨fun _ => 1, ⟨continuous_const, fun _ _ => rfl, fun x y => by simp [phase]⟩,
      fun _ => one_ne_zero⟩
```

This is the equivalence for scalar functions. One direction is `exists_zero`, and the other uses the constant function 1. It does not say that every trial orbital works for a band with C = 0: an orbital can still be orthogonal to such a band at some momentum, or at all of them.

## Projecting a trial orbital on the band

```lean
section Projection

variable {E : Type*} [NormedAddCommGroup E] [InnerProductSpace ℂ E]

/-- The trial orbital `g` projected on the band, `|u(k)⟩⟨u(k)|g⟩`, for a unit vector `u(k)`;
for other `u(k)` it carries an extra factor `‖u(k)‖²`. -/
def projectedOrbital (u : ℝ × ℝ → E) (g : E) (k : ℝ × ℝ) : E := inner ℂ (u k) g • u k
```

The state space `E` is any complex inner product space, of finite or infinite dimension. The inner product `inner ℂ a b` is ⟨a|b⟩, linear in the second argument, so the definition reads |u(k)⟩⟨u(k)|g⟩. The trial orbital `g` is one fixed vector, independent of momentum. In the tight-binding convention above, it is a combination of basis orbitals in the home unit cell. An orbital spread over finitely many cells is described instead by a vector g(k) that is continuous and periodic in both momentum components. Its overlap with u(k) obeys the same two rules, so `exists_zero` applies to it as well, although the theorems below are stated for a fixed `g`.

```lean
/-- For a continuous band vector, `2π`-periodic in `x` and twisted by `exp(i C x)` in `y` with
`C ≠ 0`, every trial orbital has zero overlap with the band at some momentum. -/
theorem overlap_has_zero {C : ℤ} (hC : C ≠ 0) {u : ℝ × ℝ → E} (hu : IsBlochGauge C u) (g : E) :
    ∃ k, inner ℂ g (u k) = 0 :=
  exists_zero hC (f := fun k => inner ℂ g (u k))
    ⟨(innerSL ℂ g).continuous.comp hu.cont, fun x y => by rw [hu.periodic],
      fun x y => by rw [hu.twist, inner_smul_right, smul_eq_mul]⟩
```

For every `g` there is a momentum with ⟨g|u(k)⟩ = 0, and different orbitals may have their zeros at different momenta. The proof applies `exists_zero` to the overlap and checks the three fields of `IsBlochGauge`: continuity of the inner product, periodicity, and the phase, which `inner_smul_right` takes out of the second argument without conjugation.

```lean
/-- For a continuous band vector, `2π`-periodic in `x` and twisted by `exp(i C x)` in `y` with
`C ≠ 0`, there is a momentum at which no scalar factor turns the projected trial orbital into a unit
vector. -/
theorem normalization_fails {C : ℤ} (hC : C ≠ 0) {u : ℝ × ℝ → E} (hu : IsBlochGauge C u)
    (g : E) : ∃ k, ∀ c : ℂ, ‖c • projectedOrbital u g k‖ ≠ 1 := by
  obtain ⟨k, hk⟩ := overlap_has_zero hC hu g
  refine ⟨k, fun c => ?_⟩
  rw [projectedOrbital, inner_eq_zero_symm.1 hk, zero_smul, smul_zero, norm_zero]
  exact zero_ne_one

end Projection

end

end ChernBandProjection
```

The order of the quantifiers matters: a single momentum defeats every scalar `c`. The proof takes the zero of the overlap, reverses the inner product with `inner_eq_zero_symm`, and finds that the rescaled projection has norm 0, which is not 1.

The statement concerns one band and one trial orbital. For a group of bands projected on several orbitals, the normalisation involves a matrix of overlaps, which these theorems do not treat.

```lean
#print axioms ChernBandProjection.nowhere_zero_iff
-- 'ChernBandProjection.nowhere_zero_iff' depends on axioms: [propext, Classical.choice, Quot.sound]
#print axioms ChernBandProjection.overlap_has_zero
-- 'ChernBandProjection.overlap_has_zero' depends on axioms: [propext, Classical.choice, Quot.sound]
#print axioms ChernBandProjection.normalization_fails
-- 'ChernBandProjection.normalization_fails' depends on axioms: [propext, Classical.choice, Quot.sound]
```
